# Sublattice imbalance forces zero modes in finite chiral hopping models

A Hermitian one-particle Hamiltonian on two finite sublattices that anticommutes with the sublattice sign has at least as many independent zero-energy states as the difference between the two site numbers. In Hückel theory, with non-interacting electrons, equal on-site energies and hopping only between the sublattices, this gives a minimum number of nonbonding orbitals from site counting alone.

## Two sublattices and their Hamiltonian

The sublattices are finite types `α` and `β`, with $n_A$ and $n_B$ sites; either may be empty. A site of the whole system is an element of `α ⊕ β`, and a state is a function $\psi$ from sites to complex amplitudes.

```lean
import Mathlib

open Matrix Module
open scoped ComplexOrder

namespace ChiralZeroModes

noncomputable section

variable {α β : Type*} [Fintype α] [Fintype β]
```

The entry $B_{ij}$ is the hopping amplitude from site $j$ of `β` to site $i$ of `α`. The Hamiltonian `chiralH B` is
$$H_B=\begin{pmatrix}0&B\\B^\dagger&0\end{pmatrix}.$$
The zero diagonal places the common on-site energy at zero. The eigenvalue problem is the ordinary one, without an overlap matrix.

```lean
/-- The Hamiltonian of a two-sublattice model in which `B` describes hopping from
sublattice `β` to sublattice `α`, with no coupling inside a sublattice. -/
def chiralH (B : Matrix α β ℂ) : Matrix (α ⊕ β) (α ⊕ β) ℂ :=
  fromBlocks 0 B Bᴴ 0
```

The operator $S$ is diagonal, with entries $s_x=+1$ on `α` and $s_x=-1$ on `β`.

```lean
/-- The sublattice sign operator: `+1` on sublattice `α` and `-1` on sublattice `β`. -/
def sublatticeSign (α β : Type*) [DecidableEq α] [DecidableEq β] :
    Matrix (α ⊕ β) (α ⊕ β) ℂ :=
  diagonal (Sum.elim (fun _ => 1) (fun _ => -1))
```

For any matrix $M$, `zeroModes M` is $\ker M$, and `finrank ℂ` gives its complex dimension. Spin is not included in the count.

```lean
/-- The space of amplitudes that a matrix sends to zero. -/
def zeroModes {m n : Type*} [Fintype n] (M : Matrix m n ℂ) : Submodule ℂ (n → ℂ) :=
  LinearMap.ker M.mulVecLin
```

## (a) From the symmetry to the blocks

Show that, for a matrix $H$ on all sites,
$$H=H^\dagger\ \text{and}\ SH=-HS\quad\Longleftrightarrow\quad H=H_B\ \text{for some }B.$$

Since $(SH)_{xy}=s_xH_{xy}$ and $(HS)_{xy}=H_{xy}s_y$, anticommutation means $(s_x+s_y)H_{xy}=0$. Within a sublattice $s_x+s_y=\pm2$, so $H_{xy}=0$. Between sublattices the condition is empty. Call the upper right block $B$; Hermiticity makes the lower left block $B^\dagger$. Conversely, $H_B$ is Hermitian and has nonzero entries only where $s_x+s_y=0$.

The Lean proof treats the four blocks separately, and `linear_combination` performs the division by $\pm2$.

```lean
/-- A matrix is Hermitian and anticommutes with the sublattice sign exactly when it is
a two-sublattice hopping Hamiltonian. -/
theorem chiral_iff_hopping [DecidableEq α] [DecidableEq β]
    (H : Matrix (α ⊕ β) (α ⊕ β) ℂ) :
    (H.IsHermitian ∧ sublatticeSign α β * H = -(H * sublatticeSign α β)) ↔
      ∃ B : Matrix α β ℂ, H = chiralH B := by
  constructor
  · rintro ⟨hH, h⟩
    refine ⟨H.toBlocks₁₂, ?_⟩
    ext x y
    have e := congrFun (congrFun h x) y
    rcases x with i | i <;> rcases y with j | j
    · -- inside a sublattice the signs agree, so the entry equals its own negative
      simp only [sublatticeSign, diagonal_mul, Matrix.neg_apply, mul_diagonal,
        Sum.elim_inl] at e
      show H (Sum.inl i) (Sum.inl j) = 0
      linear_combination e / 2
    · rfl
    · exact (hH.apply _ _).symm
    · simp only [sublatticeSign, diagonal_mul, Matrix.neg_apply, mul_diagonal,
        Sum.elim_inr] at e
      show H (Sum.inr i) (Sum.inr j) = 0
      linear_combination -e / 2
  · rintro ⟨B, rfl⟩
    constructor
    · simp [Matrix.IsHermitian, chiralH, fromBlocks_conjTranspose]
    · ext x y
      rcases x with i | i <;> rcases y with j | j <;>
        simp [sublatticeSign, chiralH, diagonal_mul, mul_diagonal]
```

## (b) Splitting a state

Write $a$ and $b$ for the parts of $\psi$ on `α` and `β`, which are `ψ ∘ Sum.inl` and `ψ ∘ Sum.inr` in Lean. Show that
$$H_B\psi=0\quad\Longleftrightarrow\quad B^\dagger a=0\ \text{and}\ Bb=0,$$
and that the splitting is a linear isomorphism $\ker H_B\cong\ker B^\dagger\times\ker B$.

Block multiplication gives $H_B\psi=(Bb,\,B^\dagger a)$, which vanishes exactly when both components do. In Lean, `fromBlocks_mulVec` does the multiplication and `congrFun` reads off the components.

```lean
/-- A state is a zero mode of the Hamiltonian exactly when its `α` part is annihilated
by `Bᴴ` and its `β` part by `B`. -/
theorem mem_zeroModes_iff (B : Matrix α β ℂ) (ψ : α ⊕ β → ℂ) :
    ψ ∈ zeroModes (chiralH B) ↔
      ψ ∘ Sum.inl ∈ zeroModes Bᴴ ∧ ψ ∘ Sum.inr ∈ zeroModes B := by
  simp only [zeroModes, LinearMap.mem_ker, Matrix.mulVecLin_apply, chiralH,
    fromBlocks_mulVec, zero_mulVec, zero_add, add_zero]
  constructor
  · intro h
    exact ⟨funext fun j => congrFun h (Sum.inr j), funext fun i => congrFun h (Sum.inl i)⟩
  · rintro ⟨h1, h2⟩
    rw [h1, h2]
    ext x
    cases x <;> rfl
```

The map $\psi\mapsto(a,b)$ is linear, and joining $a$ and $b$ again inverts it. By the criterion just shown, both maps respect the kernels.

```lean
/-- Splitting a zero mode into its two sublattice parts, as a linear equivalence. -/
def zeroModesEquiv (B : Matrix α β ℂ) :
    zeroModes (chiralH B) ≃ₗ[ℂ] (zeroModes Bᴴ × zeroModes B) where
  toFun ψ := (⟨ψ.1 ∘ Sum.inl, ((mem_zeroModes_iff B ψ.1).1 ψ.2).1⟩,
    ⟨ψ.1 ∘ Sum.inr, ((mem_zeroModes_iff B ψ.1).1 ψ.2).2⟩)
  map_add' _ _ := rfl
  map_smul' _ _ := rfl
  invFun p := ⟨Sum.elim p.1.1 p.2.1, (mem_zeroModes_iff B _).2 ⟨p.1.2, p.2.2⟩⟩
  left_inv ψ := Subtype.ext (funext fun x => by cases x <;> rfl)
  right_inv _ := rfl
```

## (c) Counting columns

Show that a complex matrix $M$ with $n$ columns satisfies
$$\operatorname{rank}M+\dim\ker M=n.$$

Extend a basis of $\ker M$ to a basis of $\mathbb C^n$ by vectors $w_1,\dots,w_r$. The vectors $Mw_k$ span the range. If $\sum_k c_kMw_k=0$, then $\sum_k c_kw_k$ lies in $\ker M$, so every $c_k$ vanishes. Hence $r=\operatorname{rank}M$, and counting the basis gives the claim. Lean takes this from Mathlib's rank-nullity theorem and inserts the dimension of $\mathbb C^n$.

```lean
/-- The rank of a matrix and the dimension of its space of zero modes add up to the
number of its columns. -/
theorem rank_add_zeroModes {m n : Type*} [Fintype m] [Fintype n] (M : Matrix m n ℂ) :
    M.rank + finrank ℂ (zeroModes M) = Fintype.card n := by
  have h := LinearMap.finrank_range_add_finrank_ker M.mulVecLin
  rw [Module.finrank_fintype_fun_eq_card] at h
  exact h
```

## (d) Difference, sum and bound

Show that
$$\dim\ker B^\dagger-\dim\ker B=n_A-n_B,$$
$$\dim\ker H_B=\dim\ker B^\dagger+\dim\ker B\ \ge\ |n_A-n_B|.$$

Let $r=\operatorname{rank}B$. Row and column rank agree and complex conjugation preserves rank, so $\operatorname{rank}B^\dagger=r$. Part (c) gives
$$\dim\ker B=n_B-r,\qquad \dim\ker B^\dagger=n_A-r,$$
and subtraction removes $r$. The sum is the dimension count of the isomorphism in (b). The bound follows from $|p-q|\le p+q$ for non-negative $p,q$.

The differences are taken in `ℤ`, where they may be negative. After `rank_conjTranspose` has identified the two ranks, `omega` does the integer arithmetic.

```lean
/-- Zero modes of a two-sublattice Hamiltonian: the numbers of modes on the two
sublattices differ by the difference of the site numbers, their sum is the total number
of zero modes, and this total is at least the absolute difference of the site numbers. -/
theorem zero_mode_count (B : Matrix α β ℂ) :
    (finrank ℂ (zeroModes Bᴴ) : ℤ) - finrank ℂ (zeroModes B)
        = (Fintype.card α : ℤ) - Fintype.card β ∧
      finrank ℂ (zeroModes (chiralH B))
        = finrank ℂ (zeroModes Bᴴ) + finrank ℂ (zeroModes B) ∧
      |(Fintype.card α : ℤ) - Fintype.card β| ≤ finrank ℂ (zeroModes (chiralH B)) := by
  have hB := rank_add_zeroModes B
  have hB' := rank_add_zeroModes Bᴴ
  -- `B` and its adjoint have the same rank, which drops out of the difference
  rw [Matrix.rank_conjTranspose] at hB'
  have hsum : finrank ℂ (zeroModes (chiralH B))
      = finrank ℂ (zeroModes Bᴴ) + finrank ℂ (zeroModes B) :=
    (zeroModesEquiv B).finrank_eq.trans Module.finrank_prod
  refine ⟨by omega, hsum, ?_⟩
  rw [abs_le]
  constructor <;> omega
```

## (e) The exact number

Show that
$$\dim\ker H_B+2\operatorname{rank}B=n_A+n_B.$$

Adding the two kernel dimensions from (d) gives $\dim\ker H_B=(n_A-r)+(n_B-r)$. Lean combines (c) and (d) in the same way.

```lean
/-- The number of zero modes plus twice the rank of the hopping matrix is the total
number of sites. -/
theorem zero_modes_add_two_rank (B : Matrix α β ℂ) :
    finrank ℂ (zeroModes (chiralH B)) + 2 * B.rank
      = Fintype.card α + Fintype.card β := by
  have hB := rank_add_zeroModes B
  obtain ⟨hindex, hsum, -⟩ := zero_mode_count B
  omega
```

## (f) When the bound is attained

Show that
$$\dim\ker H_B=|n_A-n_B|\quad\Longleftrightarrow\quad\operatorname{rank}B=\min(n_A,n_B).$$

Because $n_A+n_B-|n_A-n_B|=2\min(n_A,n_B)$, part (e) becomes
$$\dim\ker H_B-|n_A-n_B|=2\bigl(\min(n_A,n_B)-r\bigr),$$
and one side vanishes exactly when the other does. Lean uses `abs_cases` to separate the two signs of $n_A-n_B$.

```lean
/-- The number of zero modes equals the absolute difference of the site numbers exactly
when the rank of the hopping matrix equals the smaller site number. -/
theorem minimal_zero_modes_iff (B : Matrix α β ℂ) :
    (finrank ℂ (zeroModes (chiralH B)) : ℤ) = |(Fintype.card α : ℤ) - Fintype.card β| ↔
      B.rank = min (Fintype.card α) (Fintype.card β) := by
  have h := zero_modes_add_two_rank B
  rcases abs_cases ((Fintype.card α : ℤ) - Fintype.card β) with ⟨e, _⟩ | ⟨e, _⟩ <;>
    rw [e] <;> constructor <;> intro _ <;> omega
```

## (g) The bound from symmetry alone

Show that every $H$ with $H=H^\dagger$ and $SH=-HS$ satisfies
$$\dim\ker H\ge|n_A-n_B|.$$

By (a), $H=H_B$ for some $B$, and (d) applies. The Lean proof makes the same two steps.

```lean
/-- Every Hermitian matrix that anticommutes with the sublattice sign has at least as
many zero modes as the absolute difference of the site numbers. -/
theorem zero_modes_of_chiral_symmetry [DecidableEq α] [DecidableEq β]
    (H : Matrix (α ⊕ β) (α ⊕ β) ℂ) (hH : H.IsHermitian)
    (hchiral : sublatticeSign α β * H = -(H * sublatticeSign α β)) :
    |(Fintype.card α : ℤ) - Fintype.card β| ≤ finrank ℂ (zeroModes H) := by
  obtain ⟨B, rfl⟩ := (chiral_iff_hopping H).1 ⟨hH, hchiral⟩
  exact (zero_mode_count B).2.2
```

Without anticommutation the bound can fail. Take two sites in `α` and one in `β`, with real nonzero hopping $t$ between the sublattices and real nonzero hopping $s$ inside `α`:
$$H=\begin{pmatrix}0&s&t\\s&0&t\\t&t&0\end{pmatrix},\qquad\det H=2st^2\neq0.$$
This Hermitian matrix has no zero mode, although the site numbers differ by one.

## (h) A star of sites

A central site is coupled with the same complex amplitude $t\neq0$ to $n+1$ outer sites. Show that
$$\dim\ker H_B=n.$$

The outer sites form `α` and the centre forms `β`, so $B$ is a single column with all entries $t$.

```lean
/-- Hopping of equal amplitude `t` between one central site and `n + 1` outer sites. -/
def starHopping (n : ℕ) (t : ℂ) : Matrix (Fin (n + 1)) (Fin 1) ℂ :=
  Matrix.of fun _ _ => t
```

If $Bv=0$, then $tv_0=0$, so $v_0=0$ and $\ker B=0$: no zero mode has weight on the centre. By (d), $\dim\ker B^\dagger=(n+1)-1=n$, and this is the whole count. The modes are the outer amplitudes $a$ with $\sum_i a_i=0$. For $n=0$ the system is a dimer and has none.

In Lean, `hk` is the statement $\ker B=0$, and `omega` finishes from the difference and the sum in (d).

```lean
/-- A central site coupled with equal nonzero amplitude to `n + 1` outer sites has
exactly `n` zero modes. -/
theorem star_zero_modes (n : ℕ) (t : ℂ) (ht : t ≠ 0) :
    finrank ℂ (zeroModes (chiralH (starHopping n t))) = n := by
  -- no zero mode has weight on the central site
  have hk : zeroModes (starHopping n t) = ⊥ := by
    rw [eq_bot_iff]
    intro v hv
    have h : starHopping n t *ᵥ v = 0 := hv
    have h0 := congrFun h 0
    have h1 : v 0 = 0 := by
      simpa [starHopping, Matrix.mulVec, dotProduct, ht] using h0
    rw [Submodule.mem_bot]
    ext i
    rw [Subsingleton.elim i 0]
    exact h1
  have h0 : finrank ℂ (zeroModes (starHopping n t)) = 0 := by
    rw [hk, finrank_bot]
  obtain ⟨hindex, hsum, -⟩ := zero_mode_count (starHopping n t)
  simp only [Fintype.card_fin] at hindex
  omega

end

end ChiralZeroModes
```

```lean
#print axioms ChiralZeroModes.minimal_zero_modes_iff
-- 'ChiralZeroModes.minimal_zero_modes_iff' depends on axioms: [propext, Classical.choice, Quot.sound]
#print axioms ChiralZeroModes.zero_modes_of_chiral_symmetry
-- 'ChiralZeroModes.zero_modes_of_chiral_symmetry' depends on axioms: [propext, Classical.choice, Quot.sound]
#print axioms ChiralZeroModes.star_zero_modes
-- 'ChiralZeroModes.star_zero_modes' depends on axioms: [propext, Classical.choice, Quot.sound]
```
